# Eigenvalues 0 and k(1/m₁ + 1/m₂) of the mass-weighted Hessian of a collinear harmonic diatomic

A harmonic frequency calculation takes the Cartesian Hessian H of the potential energy at an optimised geometry, divides each entry by square roots of the masses, diagonalises, sets the zero eigenvalues aside and reads the rest as squared angular frequencies. For two atoms restricted to the bond axis and one force constant, this step can be done exactly, and the nonzero eigenvalue ω² gives the level spacing ħω of the harmonic vibration.

```lean
import Mathlib

open Matrix

namespace DiatomicNormalModes

noncomputable section
```

## Mass weighting

For displacements uᵢ from the optimised geometry, in coordinates with masses mᵢ > 0, Newton's equations in the harmonic approximation read mᵢ üᵢ = −Σⱼ Hᵢⱼ uⱼ. With qᵢ = √mᵢ uᵢ they become q̈ = −F q, where

Fᵢⱼ = Hᵢⱼ / √(mᵢ mⱼ).

Motion along an eigenvector of F with eigenvalue λ > 0 is therefore an oscillation of angular frequency √λ. The equations of motion, the level spacing ħω and the counter-example for k = 0 given below are not formalised; the code concerns the algebra of F.

```lean
/-- Mass weighting of a Cartesian Hessian: `H i j / √(m i * m j)`. -/
def massWeighted {n : Type*} (m : n → ℝ) (H : Matrix n n ℝ) : Matrix n n ℝ :=
  Matrix.of fun i j => H i j / Real.sqrt (m i * m j)
```

For two atoms of masses m₁, m₂ > 0 the harmonic potential energy, measured from its value at the optimised geometry, is V = ½ k (u₁ − u₂)². The constant k stands for the second derivative of the potential curve at the equilibrium bond length, and k > 0 says that this point is a minimum with nonzero curvature. Component 0 of a Lean vector belongs to m₁ and component 1 to m₂. All quantities are plain reals, so consistent units are assumed: in atomic units k is in hartree per bohr² and the masses are in electron masses.

```lean
/-- Mass-weighted Hessian of two atoms on a line joined by a spring of constant `k`. -/
def diatomicHessian (k m₁ m₂ : ℝ) : Matrix (Fin 2) (Fin 2) ℝ :=
  !![k / m₁, -k / Real.sqrt (m₁ * m₂); -k / Real.sqrt (m₁ * m₂), k / m₂]
```

Moving both atoms equally, u = (1, 1), gives q = t = (√m₁, √m₂).

```lean
/-- Translation vector `(√m₁, √m₂)` in mass-weighted coordinates. -/
def transMode (m₁ m₂ : ℝ) : Fin 2 → ℝ := ![Real.sqrt m₁, Real.sqrt m₂]
```

The vector w = (√m₂, −√m₁) corresponds to u proportional to (m₂, −m₁), for which m₁u₁ + m₂u₂ = 0 and the centre of mass stays fixed.

```lean
/-- Vibration vector `(√m₂, -√m₁)` in mass-weighted coordinates. -/
def vibMode (m₁ m₂ : ℝ) : Fin 2 → ℝ := ![Real.sqrt m₂, -Real.sqrt m₁]
```

The expected eigenvalue is ω² = k(1/m₁ + 1/m₂).

```lean
/-- Squared angular frequency of the vibration, `k (1/m₁ + 1/m₂)`. -/
def omegaSq (k m₁ m₂ : ℝ) : ℝ := k * (1 / m₁ + 1 / m₂)
```

The reduced mass is μ = m₁m₂/(m₁ + m₂).

```lean
/-- Reduced mass `m₁ m₂ / (m₁ + m₂)`. -/
def reducedMass (m₁ m₂ : ℝ) : ℝ := m₁ * m₂ / (m₁ + m₂)
```

## Translation invariance and the zero mode

For any finite set of coordinates with positive masses, apply F to the vector s with sⱼ = √mⱼ:

(F s)ᵢ = Σⱼ Hᵢⱼ √mⱼ / (√mᵢ √mⱼ) = (Σⱼ Hᵢⱼ) / √mᵢ.

Since √mᵢ ≠ 0, F s = 0 holds exactly when every row of H sums to zero, that is, when shifting all coordinates equally produces no force. The identity is `key`. No symmetry of H is used. The shift is the translation of a one-dimensional system; separate translations along three axes, and rotations, are not treated.

```lean
/-- For any number of positive masses, the vector `√m` is annihilated by the mass-weighted
Hessian exactly when every row of the Cartesian Hessian sums to zero. -/
theorem translation_zero_mode_iff {n : Type*} [Fintype n] (m : n → ℝ) (hm : ∀ i, 0 < m i)
    (H : Matrix n n ℝ) :
    massWeighted m H *ᵥ (fun j => Real.sqrt (m j)) = 0 ↔ ∀ i, ∑ j, H i j = 0 := by
  have hs : ∀ i, Real.sqrt (m i) ≠ 0 := fun i => (Real.sqrt_pos.2 (hm i)).ne'
  -- component `i` is the row sum divided by `√(m i)`
  have key : ∀ i, (massWeighted m H *ᵥ (fun j => Real.sqrt (m j))) i
      = (∑ j, H i j) / Real.sqrt (m i) := by
    intro i
    simp only [massWeighted, Matrix.mulVec, dotProduct, Matrix.of_apply]
    rw [Finset.sum_div]
    refine Finset.sum_congr rfl fun j _ => ?_
    have hi := hs i
    have hj := hs j
    rw [Real.sqrt_mul (hm i).le]
    field_simp
  constructor
  · intro h i
    have hi := key i
    rw [h] at hi
    exact (div_eq_zero_iff.1 hi.symm).resolve_right (hs i)
  · intro h
    funext i
    rw [key i, h i, zero_div, Pi.zero_apply]
```

The second derivatives of V have rows (k, −k) and (−k, k). Weighting them uses √(mᵢ mᵢ) = mᵢ on the diagonal and returns `diatomicHessian`.

```lean
/-- The diatomic matrix is the mass weighting of the Cartesian Hessian `[[k, -k], [-k, k]]`. -/
theorem diatomicHessian_eq_massWeighted (k : ℝ) {m₁ m₂ : ℝ} (h₁ : 0 < m₁) (h₂ : 0 < m₂) :
    diatomicHessian k m₁ m₂ = massWeighted ![m₁, m₂] !![k, -k; -k, k] := by
  ext i j
  fin_cases i <;> fin_cases j <;>
    simp [diatomicHessian, massWeighted, Real.sqrt_mul_self h₁.le, Real.sqrt_mul_self h₂.le,
      mul_comm m₂ m₁]
```

## The matrix as a multiple of w wᵀ

The outer product w wᵀ has rows (m₂, −√(m₁m₂)) and (−√(m₁m₂), m₁). Multiplying by k/(m₁m₂) gives the entries of F, so for every vector v

F v = k/(m₁m₂) (w·v) w.

The proof writes m₁ = a², m₂ = b² with a, b > 0, which removes the square roots, and `field_simp` and `ring` compare components.

```lean
/-- The diatomic Hessian maps any vector `v` to `k / (m₁ m₂)` times the overlap of `v` with the
vibration vector, times the vibration vector. -/
theorem hessian_mulVec (k : ℝ) {m₁ m₂ : ℝ} (h₁ : 0 < m₁) (h₂ : 0 < m₂) (v : Fin 2 → ℝ) :
    diatomicHessian k m₁ m₂ *ᵥ v
      = (k / (m₁ * m₂) * (vibMode m₁ m₂ ⬝ᵥ v)) • vibMode m₁ m₂ := by
  obtain ⟨a, ha, rfl⟩ : ∃ a : ℝ, 0 < a ∧ m₁ = a ^ 2 :=
    ⟨Real.sqrt m₁, Real.sqrt_pos.2 h₁, (Real.sq_sqrt h₁.le).symm⟩
  obtain ⟨b, hb, rfl⟩ : ∃ b : ℝ, 0 < b ∧ m₂ = b ^ 2 :=
    ⟨Real.sqrt m₂, Real.sqrt_pos.2 h₂, (Real.sq_sqrt h₂.le).symm⟩
  have hab : Real.sqrt (a ^ 2 * b ^ 2) = a * b := by
    rw [← mul_pow, Real.sqrt_sq (mul_pos ha hb).le]
  have ha' := ha.ne'
  have hb' := hb.ne'
  unfold diatomicHessian vibMode
  rw [hab, Real.sqrt_sq ha.le, Real.sqrt_sq hb.le]
  ext i
  fin_cases i
  all_goals simp [Matrix.mulVec, dotProduct, Fin.sum_univ_two]
  all_goals field_simp
  all_goals ring
```

With M = m₁ + m₂,

w·t = √m₂√m₁ − √m₁√m₂ = 0,  t·t = w·w = M.

The unit vectors are t/√M and w/√M; the code keeps t and w unnormalised.

```lean
/-- The translation and vibration vectors are orthogonal, and each has squared length equal to
the total mass. -/
theorem modes_orthogonal {m₁ m₂ : ℝ} (h₁ : 0 < m₁) (h₂ : 0 < m₂) :
    vibMode m₁ m₂ ⬝ᵥ transMode m₁ m₂ = 0 ∧ transMode m₁ m₂ ⬝ᵥ transMode m₁ m₂ = m₁ + m₂ ∧
      vibMode m₁ m₂ ⬝ᵥ vibMode m₁ m₂ = m₁ + m₂ := by
  refine ⟨?_, ?_, ?_⟩ <;>
    simp [vibMode, transMode, dotProduct, Fin.sum_univ_two, Real.mul_self_sqrt h₁.le,
      Real.mul_self_sqrt h₂.le] <;> ring
```

Two orthogonal nonzero vectors span the plane:

v = (t·v / M) t + (w·v / M) w.

```lean
/-- Every vector is the sum of its projections on the translation and vibration vectors. -/
theorem modes_complete {m₁ m₂ : ℝ} (h₁ : 0 < m₁) (h₂ : 0 < m₂) (v : Fin 2 → ℝ) :
    v = (transMode m₁ m₂ ⬝ᵥ v / (m₁ + m₂)) • transMode m₁ m₂
      + (vibMode m₁ m₂ ⬝ᵥ v / (m₁ + m₂)) • vibMode m₁ m₂ := by
  have hM : m₁ + m₂ ≠ 0 := (add_pos h₁ h₂).ne'
  obtain ⟨a, ha, rfl⟩ : ∃ a : ℝ, 0 < a ∧ m₁ = a ^ 2 :=
    ⟨Real.sqrt m₁, Real.sqrt_pos.2 h₁, (Real.sq_sqrt h₁.le).symm⟩
  obtain ⟨b, hb, rfl⟩ : ∃ b : ℝ, 0 < b ∧ m₂ = b ^ 2 :=
    ⟨Real.sqrt m₂, Real.sqrt_pos.2 h₂, (Real.sq_sqrt h₂.le).symm⟩
  unfold transMode vibMode
  rw [Real.sqrt_sq ha.le, Real.sqrt_sq hb.le]
  ext i
  fin_cases i <;> simp [dotProduct, Fin.sum_univ_two] <;> field_simp <;> ring
```

Setting v = t and v = w in the formula for F v gives

F t = 0,  F w = k M/(m₁m₂) w = ω² w,  ω² = k/μ.

These hold for any real k.

```lean
/-- The diatomic Hessian annihilates the translation vector and multiplies the vibration vector
by `k (1/m₁ + 1/m₂)`, which equals `k` over the reduced mass. -/
theorem modes_eigen (k : ℝ) {m₁ m₂ : ℝ} (h₁ : 0 < m₁) (h₂ : 0 < m₂) :
    diatomicHessian k m₁ m₂ *ᵥ transMode m₁ m₂ = 0 ∧
      diatomicHessian k m₁ m₂ *ᵥ vibMode m₁ m₂ = omegaSq k m₁ m₂ • vibMode m₁ m₂ ∧
      omegaSq k m₁ m₂ = k / reducedMass m₁ m₂ := by
  obtain ⟨hwt, -, hww⟩ := modes_orthogonal h₁ h₂
  have hM : m₁ + m₂ ≠ 0 := (add_pos h₁ h₂).ne'
  have h₁' := h₁.ne'
  have h₂' := h₂.ne'
  refine ⟨?_, ?_, ?_⟩
  · rw [hessian_mulVec k h₁ h₂, hwt, mul_zero, zero_smul]
  · have hc : k / (m₁ * m₂) * (m₁ + m₂) = omegaSq k m₁ m₂ := by
      unfold omegaSq
      field_simp
      ring
    rw [hessian_mulVec k h₁ h₂, hww, hc]
  · unfold omegaSq reducedMass
    field_simp
    ring
```

## The full spectrum for k > 0

The theorem assumes k, m₁, m₂ > 0 and states four things: ω² > 0; a real number λ (`l`) satisfies F v = λ v for some real v ≠ 0 exactly when λ = 0 or λ = ω²; F v = 0 exactly when v is a multiple of t; and F v = ω² v exactly when v is a multiple of w.

Projecting the formula for F v on each mode gives `pw` and `pt`:

w·F v = ω² (w·v),  t·F v = 0.

Let F v = λ v with v ≠ 0. If w·v = 0, then F v = 0, so λ v = 0 and λ = 0. Otherwise ω² (w·v) = λ (w·v), and `mul_right_cancel₀` cancels w·v to leave λ = ω². This is the `by_cases` split. Conversely t and w are nonzero because M ≠ 0, so both values occur. If F v = 0, then ω² (w·v) = 0, so w·v = 0 and `modes_complete` leaves only the t term. If F v = ω² v, then ω² (t·v) = 0 and only the w term is left. Both steps use ω² ≠ 0.

```lean
/-- For positive masses and force constant the eigenvalues of the diatomic Hessian are exactly
`0` and `k (1/m₁ + 1/m₂) > 0`, and the eigenspaces are the multiples of the translation vector
and of the vibration vector respectively. -/
theorem diatomic_normal_modes {k m₁ m₂ : ℝ} (hk : 0 < k) (h₁ : 0 < m₁) (h₂ : 0 < m₂) :
    0 < omegaSq k m₁ m₂ ∧
      (∀ l : ℝ, (∃ v : Fin 2 → ℝ, v ≠ 0 ∧ diatomicHessian k m₁ m₂ *ᵥ v = l • v) ↔
        l = 0 ∨ l = omegaSq k m₁ m₂) ∧
      (∀ v, diatomicHessian k m₁ m₂ *ᵥ v = 0 ↔ ∃ c : ℝ, v = c • transMode m₁ m₂) ∧
      (∀ v, diatomicHessian k m₁ m₂ *ᵥ v = omegaSq k m₁ m₂ • v ↔
        ∃ c : ℝ, v = c • vibMode m₁ m₂) := by
  obtain ⟨hwt, htt, hww⟩ := modes_orthogonal h₁ h₂
  obtain ⟨hT, hV, -⟩ := modes_eigen k h₁ h₂
  have hM : m₁ + m₂ ≠ 0 := (add_pos h₁ h₂).ne'
  have h₁' := h₁.ne'
  have h₂' := h₂.ne'
  have hω : 0 < omegaSq k m₁ m₂ := by
    unfold omegaSq
    positivity
  -- projections of `F v` on the two modes
  have pw : ∀ v, vibMode m₁ m₂ ⬝ᵥ (diatomicHessian k m₁ m₂ *ᵥ v)
      = omegaSq k m₁ m₂ * (vibMode m₁ m₂ ⬝ᵥ v) := by
    intro v
    rw [hessian_mulVec k h₁ h₂, dotProduct_smul, hww, smul_eq_mul]
    unfold omegaSq
    field_simp
    ring
  have pt : ∀ v, transMode m₁ m₂ ⬝ᵥ (diatomicHessian k m₁ m₂ *ᵥ v) = 0 := by
    intro v
    rw [hessian_mulVec k h₁ h₂, dotProduct_smul, dotProduct_comm (transMode m₁ m₂), hwt,
      smul_zero]
  refine ⟨hω, fun l => ⟨?_, ?_⟩, fun v => ⟨?_, ?_⟩, fun v => ⟨?_, ?_⟩⟩
  · rintro ⟨v, hv, h⟩
    by_cases hw : vibMode m₁ m₂ ⬝ᵥ v = 0
    · -- no vibration component: `F v = 0`
      rw [hessian_mulVec k h₁ h₂, hw, mul_zero, zero_smul] at h
      exact Or.inl ((smul_eq_zero.1 h.symm).resolve_right hv)
    · have hp := pw v
      rw [h, dotProduct_smul, smul_eq_mul] at hp
      exact Or.inr (mul_right_cancel₀ hw hp)
  · rintro (rfl | rfl)
    · refine ⟨transMode m₁ m₂, fun h0 => hM ?_, by rw [hT, zero_smul]⟩
      rw [← htt, h0, dotProduct_zero]
    · refine ⟨vibMode m₁ m₂, fun h0 => hM ?_, hV⟩
      rw [← hww, h0, dotProduct_zero]
  · intro h
    have hp := pw v
    rw [h, dotProduct_zero] at hp
    have hw := (mul_eq_zero.1 hp.symm).resolve_left hω.ne'
    have hc := modes_complete h₁ h₂ v
    rw [hw, zero_div, zero_smul, add_zero] at hc
    exact ⟨_, hc⟩
  · rintro ⟨c, rfl⟩
    rw [Matrix.mulVec_smul, hT, smul_zero]
  · intro h
    have hp := pt v
    rw [h, dotProduct_smul, smul_eq_mul] at hp
    have ht := (mul_eq_zero.1 hp).resolve_left hω.ne'
    have hc := modes_complete h₁ h₂ v
    rw [ht, zero_div, zero_smul, zero_add] at hc
    exact ⟨_, hc⟩
  · rintro ⟨c, rfl⟩
    rw [Matrix.mulVec_smul, hV, smul_comm]
```

Without k > 0 the eigenspace claims can fail. For k = 0 and m₁ = m₂ = 1, F is the zero matrix and ω² = 0, so v = (1, 0) satisfies both F v = 0 and F v = ω² v, yet it is a multiple of neither t = (1, 1) nor w = (1, −1).

## The energy in mass-weighted coordinates

For q = (√m₁ u₁, √m₂ u₂) one has w·q = √(m₁m₂)(u₁ − u₂), hence

q·F q = k/(m₁m₂) (w·q)² = k (u₁ − u₂)².

This is 2V, which fixes the convention V = ½ q·F q.

```lean
/-- With mass-weighted coordinates `q i = √(m i) u i`, the quadratic form of the diatomic
Hessian is `k (u₁ - u₂)²`. -/
theorem hessian_quadratic_form (k u₁ u₂ : ℝ) {m₁ m₂ : ℝ} (h₁ : 0 < m₁) (h₂ : 0 < m₂) :
    ![Real.sqrt m₁ * u₁, Real.sqrt m₂ * u₂] ⬝ᵥ
      (diatomicHessian k m₁ m₂ *ᵥ ![Real.sqrt m₁ * u₁, Real.sqrt m₂ * u₂])
      = k * (u₁ - u₂) ^ 2 := by
  rw [hessian_mulVec k h₁ h₂, dotProduct_smul, smul_eq_mul]
  obtain ⟨a, ha, rfl⟩ : ∃ a : ℝ, 0 < a ∧ m₁ = a ^ 2 :=
    ⟨Real.sqrt m₁, Real.sqrt_pos.2 h₁, (Real.sq_sqrt h₁.le).symm⟩
  obtain ⟨b, hb, rfl⟩ : ∃ b : ℝ, 0 < b ∧ m₂ = b ^ 2 :=
    ⟨Real.sqrt m₂, Real.sqrt_pos.2 h₂, (Real.sq_sqrt h₂.le).symm⟩
  have ha' := ha.ne'
  have hb' := hb.ne'
  unfold vibMode
  rw [Real.sqrt_sq ha.le, Real.sqrt_sq hb.le]
  simp only [dotProduct, Fin.sum_univ_two, Matrix.cons_val_zero, Matrix.cons_val_one,
    Matrix.cons_val_fin_one]
  field_simp
  ring

end

end DiatomicNormalModes
```

```lean
#print axioms DiatomicNormalModes.translation_zero_mode_iff
-- 'DiatomicNormalModes.translation_zero_mode_iff' depends on axioms: [propext, Classical.choice, Quot.sound]
#print axioms DiatomicNormalModes.diatomicHessian_eq_massWeighted
-- 'DiatomicNormalModes.diatomicHessian_eq_massWeighted' depends on axioms: [propext, Classical.choice, Quot.sound]
#print axioms DiatomicNormalModes.diatomic_normal_modes
-- 'DiatomicNormalModes.diatomic_normal_modes' depends on axioms: [propext, Classical.choice, Quot.sound]
#print axioms DiatomicNormalModes.hessian_quadratic_form
-- 'DiatomicNormalModes.hessian_quadratic_form' depends on axioms: [propext, Classical.choice, Quot.sound]
```
